# The magnetic moment of the spin-up Dirac–Coulomb 1s state

## Spinor, current and moment

Atomic units are used: the electron has charge \(-1\) and mass 1, \(c\) is the speed of light, and the Bohr magneton is \(1/2\). Cartesian components are numbered 0, 1, 2, so component 2 is along \(\hat z\).

```lean
import Mathlib

open Matrix MeasureTheory Set

namespace DiracCoulombMagneticMoment

noncomputable section
```

The Pauli matrices are \(\sigma_0,\sigma_1,\sigma_2\); here \(\sigma_0\) is the usual \(\sigma_x\), not the identity.

```lean
/-- The three Pauli matrices. -/
def pauli : Fin 3 → Matrix (Fin 2) (Fin 2) ℂ :=
  ![!![0, 1; 1, 0], !![0, -Complex.I; Complex.I, 0], !![1, 0; 0, -1]]
```

The Dirac matrices \(\alpha_i\) have \(\sigma_i\) in both off-diagonal blocks. The index type `Fin 2 ⊕ Fin 2` labels the upper and lower pairs of components.

```lean
/-- The Dirac matrices alpha, with Pauli matrices in the off-diagonal blocks. -/
def alpha (i : Fin 3) : Matrix (Fin 2 ⊕ Fin 2) (Fin 2 ⊕ Fin 2) ℂ :=
  Matrix.fromBlocks 0 (pauli i) (pauli i) 0
```

For a real vector \(n\), write \(\sigma\cdot n=\sum_i n_i\sigma_i\).

```lean
/-- The spin matrix along the vector `n`. -/
def sigmaDot (n : Fin 3 → ℝ) : Matrix (Fin 2) (Fin 2) ℂ := ∑ i, (n i : ℂ) • pauli i
```

The spin-up state is \(\chi=(1,0)\).

```lean
/-- The two-component spin-up state along z. -/
def spinUp : Fin 2 → ℂ := ![1, 0]
```

With real amplitudes \(P\) and \(Q\), the spinor is \(\psi=(P\chi,\,-iQ(\sigma\cdot n)\chi)\). The full wavefunction at the point \(rn\) is \(\psi/(r\sqrt{4\pi})\), so \(P\) and \(Q\) include the factor \(r\) and the radial measure is \(dr\). "Spin-up" refers to the large component. For \(Q\neq0\) the small component also has a spin-down part, so the whole state has total angular momentum \(j_z=+\tfrac12\) but is not an eigenstate of spin.

```lean
/-- The four-component spinor with large amplitude `P` and small amplitude `Q` in direction `n`. -/
def spinor (P Q : ℝ) (n : Fin 3 → ℝ) : Fin 2 ⊕ Fin 2 → ℂ :=
  Sum.elim ((P : ℂ) • spinUp) ((-Complex.I * (Q : ℂ)) • (sigmaDot n *ᵥ spinUp))
```

The velocity operator is \(c\alpha\). The next definition takes the real part of \(\psi^\dagger\alpha\psi\); part (b) shows that this discards nothing.

```lean
/-- The real vector field `ψ† α ψ`, the velocity density in units of `c`. -/
def velocityDensity (P Q : ℝ) (n : Fin 3 → ℝ) : Fin 3 → ℝ :=
  fun i => (star (spinor P Q n) ⬝ᵥ (alpha i *ᵥ spinor P Q n)).re
```

Directions are given by polar angles.

```lean
/-- The unit vector with polar angle `θ` and azimuth `φ`. -/
def direction (θ φ : ℝ) : Fin 3 → ℝ :=
  ![Real.sin θ * Real.cos φ, Real.sin θ * Real.sin φ, Real.cos θ]
```

The angular moment \(A(r,P,Q)\) averages the \(z\) component of \(rn\times\psi^\dagger\alpha\psi\) over the sphere, with weight \(\sin\theta/(4\pi)\).

```lean
/-- The average over the sphere of radius `r` of the z component of `r × ψ† α ψ`. -/
def angularMoment (r P Q : ℝ) : ℝ :=
  1 / (4 * Real.pi) * ∫ θ in (0 : ℝ)..Real.pi, ∫ φ in (0 : ℝ)..(2 * Real.pi),
    ((r • direction θ φ) ⨯₃ velocityDensity P Q (direction θ φ)) 2 * Real.sin θ
```

With the velocity density \(\mathbf v=c\,\psi^\dagger\alpha\psi/(4\pi r^2)\) and charge \(-1\), the classical moment of the current is \(-\tfrac12\int\mathbf r\times\mathbf v\,d^3r\). Its \(z\) component divided by the Bohr magneton is \(\mu=-c\int_0^\infty A\,dr\).

```lean
/-- The z component of the electron's magnetic moment in Bohr magnetons (atomic units),
for radial functions `P` and `Q` that include the factor `r`. -/
def magneticMoment (c : ℝ) (P Q : ℝ → ℝ) : ℝ :=
  -c * ∫ r in Ioi (0 : ℝ), angularMoment r (P r) (Q r)
```

The 1s functions for nuclear charge \(Z\) are \(P=Nr^ge^{-Zr}\) and \(Q=-\frac{(1-g)c}{Z}P\).

```lean
/-- The large radial function of the 1s state, with amplitude `N`. -/
def groundP (N g Z r : ℝ) : ℝ := N * r ^ g * Real.exp (-(Z * r))

/-- The small radial function of the 1s state, a fixed multiple of the large one. -/
def groundQ (N g Z c r : ℝ) : ℝ := -((1 - g) * c / Z) * groundP N g Z r
```

These functions are taken as given, not derived from the Dirac equation. From part (g) on, \(g^2=1-(Z/c)^2\) is assumed; it fixes the power of \(r\) with which the state behaves at a point nucleus. This exponent \(g\), often written \(\gamma\), is not the g-factor of the magnetic moment. With \(g,Z,c>0\) it forces \(0<g<1\) and \(Z<c\). The model has one electron and a fixed point nucleus, without radiative corrections.

## (a) Density of the spinor

Show that for a unit vector \(n\)
\[\psi^\dagger\psi=P^2+Q^2.\]

The lower block contributes \(Q^2\chi^\dagger(\sigma\cdot n)^2\chi\). Since \((\sigma\cdot n)^2=n_0^2+n_1^2+n_2^2=1\) and \(\chi^\dagger\chi=1\), the sum follows. The proof compares real and imaginary parts and uses the unit length `hn` in the real part.

```lean
/-- In a unit direction the spinor has density `P² + Q²`. -/
theorem density_eq (P Q : ℝ) (n : Fin 3 → ℝ) (hn : n 0 ^ 2 + n 1 ^ 2 + n 2 ^ 2 = 1) :
    star (spinor P Q n) ⬝ᵥ spinor P Q n = ((P ^ 2 + Q ^ 2 : ℝ) : ℂ) := by
  apply Complex.ext
  · rw [Complex.ofReal_re]
    simp [spinor, sigmaDot, pauli, spinUp, dotProduct, Fintype.sum_sum_type,
      Fin.sum_univ_two, Fin.sum_univ_three]
    linear_combination Q ^ 2 * hn
  · rw [Complex.ofReal_im]
    simp [spinor, sigmaDot, pauli, spinUp, dotProduct, Fintype.sum_sum_type,
      Fin.sum_univ_two, Fin.sum_univ_three]
    ring
```

## (b) Current of the spinor

Show that for every real \(n\)
\[\psi^\dagger\alpha_i\psi=2PQ\,(n\times\hat z)_i.\]

The two cross terms combine into a commutator:
\[\psi^\dagger\alpha_i\psi=-iPQ\,\chi^\dagger[\sigma_i,\sigma\cdot n]\chi
=2PQ\sum_{j,k}\varepsilon_{ijk}n_j\,\chi^\dagger\sigma_k\chi .\]
Only \(k=2\) survives, with \(\chi^\dagger\sigma_2\chi=1\). Lean expands the matrices for each \(i\) instead of using the commutator.

```lean
/-- The spin-up spinor has `ψ† α ψ = 2PQ (n × z)`. -/
theorem current_eq (P Q : ℝ) (n : Fin 3 → ℝ) (i : Fin 3) :
    star (spinor P Q n) ⬝ᵥ (alpha i *ᵥ spinor P Q n)
      = ((2 * P * Q * (n ⨯₃ ![0, 0, 1]) i : ℝ) : ℂ) := by
  apply Complex.ext
  · rw [Complex.ofReal_re]
    fin_cases i <;> simp [spinor, alpha, sigmaDot, pauli, spinUp, dotProduct, Matrix.mulVec,
      Fintype.sum_sum_type, Fin.sum_univ_two, Fin.sum_univ_three, cross_apply] <;> ring
  · rw [Complex.ofReal_im]
    fin_cases i <;> simp [spinor, alpha, sigmaDot, pauli, spinUp, dotProduct, Matrix.mulVec,
      Fintype.sum_sum_type, Fin.sum_univ_two, Fin.sum_univ_three] <;> ring
```

## (c) Average over angles

Show that
\[A(r,P,Q)=-\tfrac43\,rPQ.\]

Since \(n\times\hat z=(n_1,-n_0,0)\), the \(z\) component of \(rn\times\psi^\dagger\alpha\psi\) is \(-2rPQ(n_0^2+n_1^2)=-2rPQ\sin^2\theta\). The azimuthal integral gives \(2\pi\), and
\[\int_0^\pi\sin^3\theta\,d\theta=\Big[\tfrac13\cos^3\theta-\cos\theta\Big]_0^\pi=\tfrac43 .\]
Hence \(A=\frac{1}{4\pi}\cdot2\pi\cdot\frac43\cdot(-2rPQ)\), as required. In the proof, `key` is the cross product, `h` inserts the angles and `hsin` is the polar integral.

```lean
/-- The angular average of the z component of `r × ψ† α ψ` is `-(4/3) r P Q`. -/
theorem angularMoment_eq (r P Q : ℝ) : angularMoment r P Q = -(4 / 3) * (r * P * Q) := by
  have key : ∀ n : Fin 3 → ℝ, ((r • n) ⨯₃ velocityDensity P Q n) 2
      = -(2 * r * P * Q) * (n 0 ^ 2 + n 1 ^ 2) := by
    intro n
    have hv : velocityDensity P Q n = fun i => 2 * P * Q * (n ⨯₃ ![0, 0, 1]) i := by
      funext i
      rw [velocityDensity, current_eq, Complex.ofReal_re]
    rw [hv]
    simp [cross_apply]
    ring
  have h : ∀ θ φ : ℝ, ((r • direction θ φ) ⨯₃ velocityDensity P Q (direction θ φ)) 2
      * Real.sin θ = -(2 * r * P * Q) * Real.sin θ ^ 3 := by
    intro θ φ
    have h0 : direction θ φ 0 = Real.sin θ * Real.cos φ := rfl
    have h1 : direction θ φ 1 = Real.sin θ * Real.sin φ := rfl
    rw [key, h0, h1]
    linear_combination (-(2 * r * P * Q) * Real.sin θ ^ 3) * Real.sin_sq_add_cos_sq φ
  -- the polar integral of sin³, from the primitive cos³/3 - cos
  have hsin : ∫ θ in (0 : ℝ)..Real.pi, Real.sin θ ^ 3 = 4 / 3 := by
    have hd : ∀ x : ℝ, HasDerivAt (fun t => Real.cos t ^ 3 / 3 - Real.cos t)
        (Real.sin x ^ 3) x := by
      intro x
      have h := (((Real.hasDerivAt_cos x).fun_pow 3).div_const 3).fun_sub
        (Real.hasDerivAt_cos x)
      refine h.congr_deriv ?_
      show ((3 : ℕ) : ℝ) * Real.cos x ^ 2 * -Real.sin x / 3 - -Real.sin x = Real.sin x ^ 3
      push_cast
      linear_combination (-Real.sin x) * Real.sin_sq_add_cos_sq x
    rw [intervalIntegral.integral_eq_sub_of_hasDerivAt (fun x _ => hd x)
      ((by fun_prop : Continuous fun x : ℝ => Real.sin x ^ 3).intervalIntegrable _ _)]
    rw [Real.cos_pi, Real.cos_zero]
    norm_num
  unfold angularMoment
  simp only [h, intervalIntegral.integral_const, smul_eq_mul, sub_zero]
  rw [intervalIntegral.integral_const_mul, intervalIntegral.integral_const_mul, hsin]
  linear_combination (-(4 / 3) * (r * P * Q)) * mul_inv_cancel₀ Real.pi_ne_zero
```

## (d) Reduction to a radial integral

Show that for radial functions \(P(r)\) and \(Q(r)\)
\[\mu=\frac{4c}{3}\int_0^\infty rPQ\,dr.\]

Insert (c) into the definition of \(\mu\); the two minus signs cancel.

```lean
/-- The magnetic moment is the radial integral `(4c/3) ∫ r P Q dr`. -/
theorem magneticMoment_eq_radial (c : ℝ) (P Q : ℝ → ℝ) :
    magneticMoment c P Q = 4 * c / 3 * ∫ r in Ioi (0 : ℝ), r * P r * Q r := by
  unfold magneticMoment
  simp only [angularMoment_eq]
  rw [integral_const_mul]
  ring
```

## (e) Norm of the large component

For \(g,Z>0\), show that
\[\int_0^\infty P^2dr=N^2\,\frac{\Gamma(2g+1)}{(2Z)^{2g+1}}.\]

The integrand is \(N^2r^{2g}e^{-2Zr}\), and the substitution \(t=2Zr\) gives Euler's integral. Lean first rewrites the right-hand side as an integral with the library's Gamma formula, then matches the two integrands, using `h1` for the powers and `h2` for the exponentials.

```lean
/-- The integral of the square of the large 1s radial function, as an explicit multiple of
`Γ(2g+1)`. -/
theorem integral_groundP_sq (N : ℝ) {g Z : ℝ} (hg : 0 < g) (hZ : 0 < Z) :
    ∫ r in Ioi (0 : ℝ), groundP N g Z r ^ 2
      = N ^ 2 * ((1 / (2 * Z)) ^ (2 * g + 1) * Real.Gamma (2 * g + 1)) := by
  rw [← Real.integral_rpow_mul_exp_neg_mul_Ioi (by positivity : 0 < 2 * g + 1)
    (by positivity : 0 < 2 * Z), ← integral_const_mul]
  refine setIntegral_congr_fun measurableSet_Ioi fun r hr => ?_
  have h1 : r ^ (2 * g + 1 - 1) = r ^ g * r ^ g := by
    rw [← Real.rpow_add hr]; congr 1; ring
  have h2 : Real.exp (-(2 * Z * r)) = Real.exp (-(Z * r)) * Real.exp (-(Z * r)) := by
    rw [← Real.exp_add]; congr 1; ring
  simp only [groundP, h1, h2]
  ring
```

## (f) The integral of \(rPQ\)

For \(g,Z>0\), show that
\[\int_0^\infty rPQ\,dr=-\frac{(1-g)c}{Z}\,\frac{2g+1}{2Z}\int_0^\infty P^2dr.\]

The extra factor \(r\) raises the exponent by one, giving \(\Gamma(2g+2)/(2Z)^{2g+2}\). Because \(\Gamma(2g+2)=(2g+1)\Gamma(2g+1)\), this is \((2g+1)/(2Z)\) times the result of (e). `Real.Gamma_add_one` supplies the recursion.

```lean
/-- The radial integral of `r P Q` for the 1s functions, in terms of the norm of `P`. -/
theorem integral_r_groundP_groundQ (N c : ℝ) {g Z : ℝ} (hg : 0 < g) (hZ : 0 < Z) :
    ∫ r in Ioi (0 : ℝ), r * groundP N g Z r * groundQ N g Z c r
      = -((1 - g) * c / Z) * ((2 * g + 1) / (2 * Z))
        * ∫ r in Ioi (0 : ℝ), groundP N g Z r ^ 2 := by
  have hG := Real.integral_rpow_mul_exp_neg_mul_Ioi (by positivity : 0 < 2 * g + 1 + 1)
    (by positivity : 0 < 2 * Z)
  rw [Real.Gamma_add_one (by positivity), Real.rpow_add_one (by positivity)] at hG
  have hI : ∫ r in Ioi (0 : ℝ), r * groundP N g Z r * groundQ N g Z c r
      = (-((1 - g) * c / Z) * N ^ 2) * ∫ r in Ioi (0 : ℝ),
        r ^ (2 * g + 1 + 1 - 1) * Real.exp (-(2 * Z * r)) := by
    rw [← integral_const_mul]
    refine setIntegral_congr_fun measurableSet_Ioi fun r hr => ?_
    have h1 : r ^ (2 * g + 1 + 1 - 1) = r ^ g * r ^ g * r := by
      rw [← Real.rpow_add hr, ← Real.rpow_add_one (ne_of_gt hr)]; congr 1; ring
    have h2 : Real.exp (-(2 * Z * r)) = Real.exp (-(Z * r)) * Real.exp (-(Z * r)) := by
      rw [← Real.exp_add]; congr 1; ring
    simp only [groundQ, groundP, h1, h2]
    ring
  rw [hI, hG, integral_groundP_sq N hg hZ]
  ring
```

## (g) The charge in terms of \(g\)

Show that
\[Z^2=c^2(1-g^2).\]

Multiply \((Z/c)^2=1-g^2\) by \(c^2\).

```lean
/-- The relation between `g`, `Z` and `c` with the denominator cleared. -/
theorem charge_sq {g Z c : ℝ} (hc : 0 < c) (hgc : g ^ 2 = 1 - (Z / c) ^ 2) :
    Z ^ 2 = c ^ 2 * (1 - g ^ 2) := by
  have key : ∀ x : ℝ, x * c = Z → g ^ 2 = 1 - x ^ 2 → Z ^ 2 = c ^ 2 * (1 - g ^ 2) := by
    intro x h1 h2
    rw [h2, ← h1]
    ring
  exact key (Z / c) (div_mul_cancel₀ Z hc.ne') hgc
```

## (h) Total norm

Show that
\[\int_0^\infty(P^2+Q^2)\,dr=\frac{2}{1+g}\int_0^\infty P^2dr.\]

By (g), the constant ratio of the densities is
\[\frac{Q^2}{P^2}=\frac{(1-g)^2c^2}{Z^2}=\frac{(1-g)^2}{1-g^2}=\frac{1-g}{1+g},\]
and adding 1 gives \(2/(1+g)\). This is `hamp` in the proof.

```lean
/-- The total 1s norm is `2/(1+g)` times the norm of the large component. -/
theorem integral_density (N : ℝ) {g Z c : ℝ} (hg : 0 < g) (hZ : 0 < Z) (hc : 0 < c)
    (hgc : g ^ 2 = 1 - (Z / c) ^ 2) :
    ∫ r in Ioi (0 : ℝ), (groundP N g Z r ^ 2 + groundQ N g Z c r ^ 2)
      = 2 / (1 + g) * ∫ r in Ioi (0 : ℝ), groundP N g Z r ^ 2 := by
  have h := charge_sq hc hgc
  have hamp : 1 + ((1 - g) * c / Z) ^ 2 = 2 / (1 + g) := by
    have h3 : ((1 - g) * c) ^ 2 / Z ^ 2 * (1 + g) = 1 - g := by
      rw [div_mul_eq_mul_div, div_eq_iff (pow_ne_zero 2 hZ.ne')]
      linear_combination (-(1 - g)) * h
    rw [div_pow, eq_div_iff (by positivity)]
    linear_combination h3
  rw [← integral_const_mul, ← hamp]
  congr 1
  funext r
  unfold groundQ
  ring
```

## (i) A normalising amplitude

Show that the total norm is 1 for
\[N=\sqrt{\frac{1+g}{2}\,\frac{(2Z)^{2g+1}}{\Gamma(2g+1)}}.\]

By (e), this \(N\) gives \(\int P^2dr=(1+g)/2\), and (h) turns that into 1. The normalisation assumed in the next two parts can therefore always be met.

```lean
/-- An explicit amplitude `N` normalises the 1s radial functions. -/
theorem normalization_witness {g Z c : ℝ} (hg : 0 < g) (hZ : 0 < Z) (hc : 0 < c)
    (hgc : g ^ 2 = 1 - (Z / c) ^ 2) (N : ℝ)
    (hN : N = √((1 + g) / 2 / ((1 / (2 * Z)) ^ (2 * g + 1) * Real.Gamma (2 * g + 1)))) :
    ∫ r in Ioi (0 : ℝ), (groundP N g Z r ^ 2 + groundQ N g Z c r ^ 2) = 1 := by
  have hG : 0 < (1 / (2 * Z)) ^ (2 * g + 1) * Real.Gamma (2 * g + 1) :=
    mul_pos (Real.rpow_pos_of_pos (by positivity) _) (Real.Gamma_pos_of_pos (by positivity))
  rw [integral_density N hg hZ hc hgc, integral_groundP_sq N hg hZ, hN,
    Real.sq_sqrt (div_pos (by positivity) hG).le, div_mul_cancel₀ _ hG.ne']
  have h1 : 1 + g ≠ 0 := by positivity
  field_simp
```

## (j) The 1s moment

For normalised 1s functions, show that
\[\mu=-\frac{1+2g}{3}.\]

Normalisation and (h) give \(\int P^2dr=(1+g)/2\), which is `hA`. Then (d) and (f) give
\[\mu=-\frac{4c}{3}\,\frac{(1-g)c}{Z}\,\frac{2g+1}{2Z}\,\frac{1+g}{2}
=-\frac{c^2(1-g^2)}{Z^2}\,\frac{1+2g}{3},\]
and the first fraction is 1 by (g), which is `h1`. For a hydrogen-like ion in this one-electron, point-nucleus model, the value can serve as a reference for the magnetic moment computed by a four-component program.

```lean
/-- The normalised Dirac-Coulomb 1s state with spin up has magnetic moment `-(1+2g)/3`
Bohr magnetons along z. -/
theorem ground_magneticMoment {N g Z c : ℝ} (hg : 0 < g) (hZ : 0 < Z) (hc : 0 < c)
    (hgc : g ^ 2 = 1 - (Z / c) ^ 2)
    (hnorm : ∫ r in Ioi (0 : ℝ), (groundP N g Z r ^ 2 + groundQ N g Z c r ^ 2) = 1) :
    magneticMoment c (groundP N g Z) (groundQ N g Z c) = -((1 + 2 * g) / 3) := by
  rw [integral_density N hg hZ hc hgc] at hnorm
  -- normalisation fixes the weight of the large component
  have hA : ∫ r in Ioi (0 : ℝ), groundP N g Z r ^ 2 = (1 + g) / 2 := by
    rw [div_mul_eq_mul_div, div_eq_iff (by positivity)] at hnorm
    linarith
  have h1 : c ^ 2 * (1 - g ^ 2) / Z ^ 2 = 1 := by
    rw [← charge_sq hc hgc]
    exact div_self (pow_ne_zero 2 hZ.ne')
  rw [magneticMoment_eq_radial, integral_r_groundP_groundQ N c hg hZ, hA]
  linear_combination (-(2 * g + 1) / 3) * h1
```

## (k) Size of the relativistic reduction

In Dirac theory a free electron at rest with spin up has moment \(-1\) in Bohr magnetons, so the reduction in magnitude is \(1+\mu\). Show that
\[\frac13\Big(\frac Zc\Big)^2<1+\mu<\frac23\Big(\frac Zc\Big)^2.\]

By (j), \(1+\mu=\frac23(1-g)\), while \((Z/c)^2=(1-g)(1+g)\). Dividing by \(\frac13(1-g)>0\) leaves \(1+g<2<2(1+g)\), which holds for \(0<g<1\). The reduction is exactly \(2/(1+g)\) times the lower bound, so for \(Z\ll c\) it is close to \(\frac13(Z/c)^2\). The last two `nlinarith` calls receive the products \((1-g)^2>0\) and \(g(1-g)>0\), which express the same two inequalities.

```lean
/-- The relativistic reduction of the 1s moment, in Bohr magnetons, lies strictly between
`(Z/c)²/3` and `2(Z/c)²/3`. -/
theorem moment_reduction_bounds {N g Z c : ℝ} (hg : 0 < g) (hZ : 0 < Z) (hc : 0 < c)
    (hgc : g ^ 2 = 1 - (Z / c) ^ 2)
    (hnorm : ∫ r in Ioi (0 : ℝ), (groundP N g Z r ^ 2 + groundQ N g Z c r ^ 2) = 1) :
    (Z / c) ^ 2 / 3 < 1 + magneticMoment c (groundP N g Z) (groundQ N g Z c) ∧
      1 + magneticMoment c (groundP N g Z) (groundQ N g Z c) < 2 * (Z / c) ^ 2 / 3 := by
  rw [ground_magneticMoment hg hZ hc hgc hnorm]
  have hx : 0 < (Z / c) ^ 2 := by positivity
  have hg1 : g < 1 := by nlinarith
  have hx2 : (Z / c) ^ 2 = 1 - g ^ 2 := by linarith
  rw [hx2]
  constructor
  · nlinarith [mul_pos (sub_pos.mpr hg1) (sub_pos.mpr hg1)]
  · nlinarith [mul_pos hg (sub_pos.mpr hg1)]

end

end DiracCoulombMagneticMoment
```

```lean
#print axioms DiracCoulombMagneticMoment.density_eq
#print axioms DiracCoulombMagneticMoment.ground_magneticMoment
#print axioms DiracCoulombMagneticMoment.moment_reduction_bounds
```

```
'DiracCoulombMagneticMoment.density_eq' depends on axioms: [propext, Classical.choice, Quot.sound]
'DiracCoulombMagneticMoment.ground_magneticMoment' depends on axioms: [propext, Classical.choice, Quot.sound]
'DiracCoulombMagneticMoment.moment_reduction_bounds' depends on axioms: [propext, Classical.choice, Quot.sound]
```

## The case \(Z=3c/5\)

This charge is chosen for round numbers; it is not a whole number, so no real nucleus has it. Here \(g=\sqrt{1-0.36}=0.8\) and \(Q=-P/3\). The large component carries \((1+g)/2=0.9\) of the norm and the small one 0.1. By (f), \(\int rPQ\,dr=-\frac13\cdot\frac{2.6}{2Z}\cdot0.9=-0.39/Z\), so
\[\mu=\frac{4c}{3}\cdot\Big(-\frac{0.39}{Z}\Big)=-\frac{0.52}{0.6}\approx-0.867,\]
in agreement with \(-(1+1.6)/3\). The reduction, about 0.133, lies between the bounds 0.12 and 0.24.
